# Freezing ⟨S²⟩ in a two-state spin-projected gradient adds (T−S)c′/(1−c)

Let $S(x)$ and $T(x)$ be the energies of a low-spin and a high-spin state at nuclear coordinates $x$, and let $p\neq q$ be their eigenvalues of $\hat S^2$. For singlet and triplet, $p=0$ and $q=2$. A normalized broken-symmetry state has amplitudes $\psi_0$ on the low-spin and $\psi_1$ on the high-spin state. Its contamination is $c=|\psi_1|^2$, its energy is $B$ and its spin expectation is $s$. The approximately projected energy is

$$P=\frac{(q-p)B-(s-p)T}{q-s},$$

which is $(2B-sT)/(2-s)$ for singlet and triplet. A prime denotes the gradient with respect to $x$. The *frozen gradient* at $x$ differentiates $B$ and $T$ but holds $s$ at its value at $x$.

## The projected energy is right, its frozen gradient usually is not

In the two-state model, wherever $c\neq1$,

$$P=S,\qquad P'=S',\qquad P'_{\text{frozen}}=S'+\frac{T-S}{1-c}\,c'.$$

The frozen gradient is therefore correct at $x$ exactly when $c'=0$ or $T=S$ there.

## Optimizing diradicals and coupled spin centres

A gradient-based optimization of a spin-projected structure should follow the gradient of $P$. Leaving out $s'$ saves the derivative of the spin expectation, but in general the resulting forces do not belong to the reported energy. Within the two-state model, the formula above gives the size of the mismatch. A finite-difference test along a direction in which the mismatch is nonzero can reveal it, provided $s$ is recomputed at each displaced geometry.

## From the state vector to the spurious force

A spin-free Hamiltonian does not couple states of different spin, so both it and $\hat S^2$ are diagonal here. Their expectation values are weighted means:

$$B=(1-c)S+cT,\qquad s=(1-c)p+cq.$$

Hence $q-s=(1-c)(q-p)$ and $s-p=c(q-p)$, and

$$P=\frac{(q-p)\,[(1-c)S+cT-cT]}{(1-c)(q-p)}=S.$$

If $c$ is continuous at $x$ and $c(x)\neq1$, this holds in a whole neighbourhood of $x$, so $P'=S'$.

For the frozen gradient, the product rule gives

$$B'=(1-c)S'+cT'+(T-S)c'.$$

With $s$ constant,

$$P'_{\text{frozen}}=\frac{(q-p)B'-(s-p)T'}{q-s}=\frac{B'-cT'}{1-c}=S'+\frac{T-S}{1-c}\,c'.$$

Freezing $s$ must not be confused with freezing $c$ everywhere. If the term $(T-S)c'$ is left out of $B'$, the frozen gradient comes out as $S'$ and the error disappears from the algebra.

For any differentiable $B$, $T$ and $s$ with $s\neq q$, the quotient rule gives two terms in $s'$: $-T/(q-s)$ from the numerator and $[(q-p)B-(s-p)T]/(q-s)^2$ from the denominator. They combine to

$$P'=\frac{q-p}{q-s}B'-\frac{s-p}{q-s}T'+\frac{(q-p)(B-T)}{(q-s)^2}\,s'.$$

The last term is the one to add to a frozen gradient. In the two-state model it equals $-(T-S)c'/(1-c)$ and cancels the error.

As an example, take $S=kx^2/2$, $T=S+g$ and $1-c=w\,e^{-ax}$ with $k,w>0$. Then $c'=a(1-c)$, and the frozen derivative is $kx+ga$. It vanishes at $x=-ga/k$, whereas the true stationary point is $x=0$. The two coincide only if $ga=0$.

## The Lean file

```lean
import Mathlib

open Matrix Topology

namespace SpinProjectedGradient

noncomputable section

variable {E : Type*} [NormedAddCommGroup E] [NormedSpace ℝ E]

/-- Mean of the values `a` (low spin) and `b` (high spin) when the high-spin state has
weight `c`. -/
def mix (c a b : ℝ) : ℝ := (1 - c) * a + c * b

/-- Approximately spin-projected energy from the broken-symmetry energy `B`, its spin
expectation `s` and the high-spin energy `T`; `p` and `q` are the low-spin and high-spin
eigenvalues of the squared spin. The domain is `s ≠ q`. -/
def projected (p q s B T : ℝ) : ℝ := ((q - p) * B - (s - p) * T) / (q - s)

/-- Gradient at `x` of the projected energy with the spin expectation frozen at its value at `x`.
The domain is `s x ≠ q`, with `B` and `T` differentiable at `x`. -/
def frozenGradient (p q : ℝ) (s B T : E → ℝ) (x : E) : E →L[ℝ] ℝ :=
  fderiv ℝ (fun y => projected p q (s x) (B y) (T y)) x

/-- In a normalized superposition of a low-spin and a high-spin state, an observable diagonal
in these states has the weighted mean of its two eigenvalues as expectation value. -/
theorem expectation_eq_mix (ψ : Fin 2 → ℂ) (hψ : ‖ψ 0‖ ^ 2 + ‖ψ 1‖ ^ 2 = 1) (a b : ℝ) :
    star ψ ⬝ᵥ (Matrix.diagonal ![(a : ℂ), (b : ℂ)] *ᵥ ψ)
      = ((mix (‖ψ 1‖ ^ 2) a b : ℝ) : ℂ) := by
  have h0 : 1 - ‖ψ 1‖ ^ 2 = ‖ψ 0‖ ^ 2 := by linarith
  have k : ∀ z : ℂ, star z * z = (‖z‖ : ℂ) ^ 2 := by
    intro z
    rw [Complex.star_def, mul_comm, Complex.mul_conj, Complex.normSq_eq_norm_sq]
    exact Complex.ofReal_pow _ _
  unfold mix
  rw [h0]
  simp only [dotProduct, Fin.sum_univ_two, Matrix.mulVec_diagonal, Pi.star_apply,
    Matrix.cons_val_zero, Matrix.cons_val_one]
  push_cast
  linear_combination (a : ℂ) * k (ψ 0) + (b : ℂ) * k (ψ 1)

/-- For distinct spin eigenvalues and a broken-symmetry state that is not purely high-spin,
the projection returns the low-spin energy `S`. -/
theorem projected_mix {p q c : ℝ} (hpq : p ≠ q) (hc : c ≠ 1) (S T : ℝ) :
    projected p q (mix c p q) (mix c S T) T = S := by
  have h1 : 1 - c ≠ 0 := sub_ne_zero.mpr hc.symm
  have h2 : q - p ≠ 0 := sub_ne_zero.mpr hpq.symm
  have h : q - ((1 - c) * p + c * q) = (1 - c) * (q - p) := by ring
  unfold projected mix
  rw [h, div_eq_iff (mul_ne_zero h1 h2)]
  ring

/-- Full gradient of the projected energy for any differentiable `B`, `T` and `s` with
`s x ≠ q`; the last term is the response of the spin expectation. -/
theorem hasFDerivAt_projected {p q : ℝ} {s B T : E → ℝ} {s' B' T' : E →L[ℝ] ℝ} {x : E}
    (hs : HasFDerivAt s s' x) (hB : HasFDerivAt B B' x) (hT : HasFDerivAt T T' x)
    (hq : s x ≠ q) :
    HasFDerivAt (fun y => projected p q (s y) (B y) (T y))
      (((q - p) / (q - s x)) • B' - ((s x - p) / (q - s x)) • T'
        + ((q - p) * (B x - T x) / (q - s x) ^ 2) • s') x := by
  have hd : q - s x ≠ 0 := sub_ne_zero.mpr hq.symm
  have heq : (fun y => projected p q (s y) (B y) (T y))
      = fun y => ((q - p) * B y - (s y - p) * T y) * (q - s y)⁻¹ := by
    funext y
    simp only [projected, div_eq_mul_inv]
  rw [heq]
  -- numerator and inverse denominator are differentiated separately
  have hN : HasFDerivAt (fun y => (q - p) * B y - (s y - p) * T y)
      ((q - p) • B' - ((s x - p) • T' + T x • s')) x :=
    (hB.const_mul (q - p)).sub ((hs.sub_const p).mul hT)
  have hI : HasFDerivAt (fun y => (q - s y)⁻¹) ((-((q - s x) ^ 2)⁻¹) • (-s')) x :=
    (hasDerivAt_inv hd).comp_hasFDerivAt x (hs.const_sub q)
  refine (hN.mul hI).congr_fderiv ?_
  ext v
  simp only [_root_.add_apply, _root_.sub_apply,
    _root_.smul_apply, _root_.neg_apply, smul_eq_mul]
  field_simp
  ring

/-- In the two-state model with `S`, `T`, `c` differentiable at `x`, distinct spin eigenvalues and
`c x ≠ 1`, the frozen gradient is the low-spin gradient plus `(T - S) / (1 - c)` times the gradient
of `c`. -/
theorem frozenGradient_eq {p q : ℝ} {S T c : E → ℝ} {S' T' c' : E →L[ℝ] ℝ} {x : E}
    (hpq : p ≠ q) (hS : HasFDerivAt S S' x) (hT : HasFDerivAt T T' x)
    (hc : HasFDerivAt c c' x) (hc1 : c x ≠ 1) :
    frozenGradient p q (fun y => mix (c y) p q) (fun y => mix (c y) (S y) (T y)) T x
      = S' + ((T x - S x) / (1 - c x)) • c' := by
  have h1 : 1 - c x ≠ 0 := sub_ne_zero.mpr hc1.symm
  have h2 : q - p ≠ 0 := sub_ne_zero.mpr hpq.symm
  have d1 : q - mix (c x) p q = (1 - c x) * (q - p) := by unfold mix; ring
  have d2 : mix (c x) p q - p = c x * (q - p) := by unfold mix; ring
  have hne : mix (c x) p q ≠ q := by
    intro h
    rw [h, sub_self] at d1
    exact mul_ne_zero h1 h2 d1.symm
  have hB : HasFDerivAt (fun y => mix (c y) (S y) (T y))
      ((1 - c x) • S' + c x • T' + (T x - S x) • c') x := by
    refine (((hc.const_sub 1).mul hS).add (hc.mul hT)).congr_fderiv ?_
    module
  -- a frozen spin expectation is a constant function, with zero gradient
  have h := hasFDerivAt_projected (p := p) (q := q)
    (hasFDerivAt_const (mix (c x) p q) x) hB hT hne
  have e1 : (q - p) / (q - mix (c x) p q) = 1 / (1 - c x) := by
    rw [d1, div_eq_div_iff (mul_ne_zero h1 h2) h1]
    ring
  have e2 : (mix (c x) p q - p) / (q - mix (c x) p q) = c x / (1 - c x) := by
    rw [d1, d2, div_eq_div_iff (mul_ne_zero h1 h2) h1]
    ring
  refine h.fderiv.trans ?_
  rw [smul_zero, add_zero, e1, e2]
  ext v
  simp only [_root_.add_apply, _root_.sub_apply,
    _root_.smul_apply, smul_eq_mul]
  field_simp
  ring

/-- In the two-state model with `S` differentiable and `c` continuous at `x`, distinct spin
eigenvalues and `c x ≠ 1`, the projected energy has the low-spin gradient at `x` when the spin
expectation follows the geometry. -/
theorem hasFDerivAt_projected_mix {p q : ℝ} {S T c : E → ℝ} {S' : E →L[ℝ] ℝ} {x : E}
    (hpq : p ≠ q) (hS : HasFDerivAt S S' x) (hc : ContinuousAt c x) (hc1 : c x ≠ 1) :
    HasFDerivAt (fun y => projected p q (mix (c y) p q) (mix (c y) (S y) (T y)) (T y))
      S' x :=
  hS.congr_of_eventuallyEq
    ((hc.eventually_ne hc1).mono fun y hy => projected_mix hpq hy (S y) (T y))

/-- For differentiable `S`, `T`, `c`, distinct spin eigenvalues and `c x ≠ 1`, the frozen
gradient is the true gradient of the projected energy exactly when the contamination is
stationary at `x` or the gap vanishes there. -/
theorem frozenGradient_correct_iff {p q : ℝ} {S T c : E → ℝ} {S' T' c' : E →L[ℝ] ℝ} {x : E}
    (hpq : p ≠ q) (hS : HasFDerivAt S S' x) (hT : HasFDerivAt T T' x)
    (hc : HasFDerivAt c c' x) (hc1 : c x ≠ 1) :
    frozenGradient p q (fun y => mix (c y) p q) (fun y => mix (c y) (S y) (T y)) T x
      = fderiv ℝ (fun y => projected p q (mix (c y) p q) (mix (c y) (S y) (T y)) (T y)) x
    ↔ c' = 0 ∨ T x = S x := by
  have h1 : 1 - c x ≠ 0 := sub_ne_zero.mpr hc1.symm
  rw [frozenGradient_eq hpq hS hT hc hc1,
    (hasFDerivAt_projected_mix hpq hS hc.continuousAt hc1).fderiv,
    add_eq_left, smul_eq_zero, div_eq_zero_iff, sub_eq_zero]
  tauto

/-- Singlet-triplet case in one coordinate, for `S`, `T`, `c` differentiable at `x` and
`B = (1 - c)S + cT`: with `s = 2c` frozen at `x` and `c x ≠ 1`, the derivative of
`(2B - sT)/(2 - s)` at `x` is `S' + c'(T - S)/(1 - c)`. -/
theorem singlet_triplet_frozen {S T c : ℝ → ℝ} {S' T' c' x : ℝ}
    (hS : HasDerivAt S S' x) (hT : HasDerivAt T T' x) (hc : HasDerivAt c c' x)
    (hc1 : c x ≠ 1) :
    HasDerivAt
      (fun y => (2 * ((1 - c y) * S y + c y * T y) - 2 * c x * T y) / (2 - 2 * c x))
      (S' + c' * (T x - S x) / (1 - c x)) x := by
  have h1 : 1 - c x ≠ 0 := sub_ne_zero.mpr hc1.symm
  have e : 2 - 2 * c x = 2 * (1 - c x) := by ring
  have hB : HasDerivAt (fun y => (1 - c y) * S y + c y * T y)
      (-c' * S x + (1 - c x) * S' + (c' * T x + c x * T')) x :=
    ((hc.const_sub 1).mul hS).add (hc.mul hT)
  refine (((hB.const_mul 2).sub (hT.const_mul (2 * c x))).div_const
    (2 - 2 * c x)).congr_deriv ?_
  rw [e]
  field_simp
  ring

/-- Harmonic low-spin energy `k x² / 2` with `k > 0`, constant gap `g` and high-spin weight
`1 - w exp (-a x)` with `w > 0`, for distinct spin eigenvalues: the true derivative vanishes
only at `0`, the frozen one only at `-g a / k`. -/
theorem harmonic_shift {p q k w : ℝ} (hpq : p ≠ q) (hk : 0 < k) (hw : 0 < w) (g a x : ℝ) :
    let S : ℝ → ℝ := fun y => k / 2 * y ^ 2
    let T : ℝ → ℝ := fun y => k / 2 * y ^ 2 + g
    let c : ℝ → ℝ := fun y => 1 - w * Real.exp (-a * y)
    (fderiv ℝ (fun y => projected p q (mix (c y) p q) (mix (c y) (S y) (T y)) (T y)) x 1 = 0
      ↔ x = 0) ∧
    (frozenGradient p q (fun y => mix (c y) p q) (fun y => mix (c y) (S y) (T y)) T x 1 = 0
      ↔ x = -(g * a) / k) := by
  intro S T c
  have hE : w * Real.exp (-a * x) ≠ 0 := (mul_pos hw (Real.exp_pos _)).ne'
  have hS : HasDerivAt S (k * x) x := by
    refine ((hasDerivAt_pow 2 x).const_mul (k / 2)).congr_deriv ?_
    norm_num
    ring
  have hT : HasDerivAt T (k * x) x := hS.add_const g
  have hc : HasDerivAt c (a * (w * Real.exp (-a * x))) x := by
    refine (((((hasDerivAt_id x).const_mul (-a)).exp).const_mul w).const_sub 1).congr_deriv ?_
    simp only [id]
    ring
  have hc0 : 1 - c x = w * Real.exp (-a * x) := sub_sub_cancel _ _
  have hc1 : c x ≠ 1 := fun h => hE (by rw [← hc0, h, sub_self])
  have hgap : T x - S x = g := add_sub_cancel_left _ _
  constructor
  · rw [(hasFDerivAt_projected_mix hpq hS.hasFDerivAt hc.continuousAt hc1).fderiv]
    simp [hk.ne']
  · rw [frozenGradient_eq hpq hS.hasFDerivAt hT.hasFDerivAt hc.hasFDerivAt hc1, hgap, hc0]
    -- the exponential cancels and leaves a constant spurious force
    have hcancel : g / (w * Real.exp (-a * x)) * (a * (w * Real.exp (-a * x))) = g * a := by
      rw [div_mul_eq_mul_div, div_eq_iff hE]
      ring
    simp only [_root_.add_apply, _root_.smul_apply,
      ContinuousLinearMap.toSpanSingleton_apply, smul_eq_mul, one_mul]
    rw [hcancel, eq_div_iff hk.ne']
    constructor <;> intro h <;> linarith

end

end SpinProjectedGradient
```

```lean
#print axioms SpinProjectedGradient.hasFDerivAt_projected_mix
-- 'SpinProjectedGradient.hasFDerivAt_projected_mix' depends on axioms: [propext, Classical.choice, Quot.sound]
#print axioms SpinProjectedGradient.frozenGradient_correct_iff
-- 'SpinProjectedGradient.frozenGradient_correct_iff' depends on axioms: [propext, Classical.choice, Quot.sound]
#print axioms SpinProjectedGradient.singlet_triplet_frozen
-- 'SpinProjectedGradient.singlet_triplet_frozen' depends on axioms: [propext, Classical.choice, Quot.sound]
#print axioms SpinProjectedGradient.harmonic_shift
-- 'SpinProjectedGradient.harmonic_shift' depends on axioms: [propext, Classical.choice, Quot.sound]
```

## How the statements and proofs map to the model

`mix c a b` is the weighted mean and `projected p q s B T` is $P$. In `frozenGradient`, the differentiated function contains `s x`, not `s y`; writing `s y` would define the full gradient instead. Coordinates lie in any real normed space `E`, and a gradient is a continuous linear map `E →L[ℝ] ℝ`.

- `expectation_eq_mix` derives the weighted mean from a normalized vector `ψ : Fin 2 → ℂ`. Used with the two energies it gives $B$, and with $p,q$ it gives $s$. The auxiliary fact `k` turns each $\psi_i^*\psi_i$ into $|\psi_i|^2$.
- `projected_mix` proves $P=S$ by factoring the denominator as above.
- `hasFDerivAt_projected` is the general gradient. It treats the quotient as a product with an inverse, and `field_simp` and `ring` combine the two $s'$ terms.
- `frozenGradient_eq` inserts a constant spin expectation into that result, so the response term vanishes. `e1` and `e2` simplify the remaining coefficients to $1/(1-c)$ and $c/(1-c)$.
- `hasFDerivAt_projected_mix` gives $P'=S'$. `eventually_ne` supplies the neighbourhood in which $c\neq1$.
- `frozenGradient_correct_iff` subtracts $S'$ from both gradients; a scalar times $c'$ is zero only if one factor is.
- `singlet_triplet_frozen` differentiates the explicit singlet-triplet formula in one coordinate.
- `harmonic_shift` locates both zeros. The trailing `1` in its derivatives is a unit displacement, and `hcancel` removes the exponential.

## What a code can take from this, and what it cannot

The general gradient formula applies to whatever differentiable $B$, $T$ and $s$ a program supplies, as long as $p$ and $q$ are constants and $s\neq q$. If a program puts the computed $\langle\hat S^2\rangle$ of its high-spin state in place of $q$ and that value changes with geometry, the formula lacks the term with its derivative. The identity $P=S$ and the error formula need the two-state structure. A real broken-symmetry determinant may contain further spin components, and a separately optimized high-spin calculation need not give the energy of the component mixed into it. In either case $P$ may differ from the pure low-spin energy.

Differentiability of $S$, $T$ and $c$ is assumed, not derived from an electronic-structure method; it can fail where a self-consistent solution changes branch. The condition $c\neq1$ means that some low-spin component is left to recover: at $c=1$ the projection formula is $0/0$.

The gradient theorems do not require $0\le c\le1$, so a physical reading has to add that range. In the harmonic example both stationary points have physical weights when $w\le1$ and $w\,e^{ga^2/k}\le1$.
